# The square roots of the pair singlet weights of three spins 1/2 obey the triangle inequality

For a state vector $\psi$ of three spins 1/2, let $p_{ij}$ be the expectation value of the pair singlet projector $\tfrac14-\mathbf S_i\cdot\mathbf S_j$, with spins in units of $\hbar$. The Lean code below proves that $\sqrt{p_{12}}$, $\sqrt{p_{23}}$ and $\sqrt{p_{13}}$ obey all three triangle inequalities, and that any three numbers which obey them and have squares summing to at most $3/2$ occur as these square roots for some normalised state.

```lean
import Mathlib

open ComplexConjugate

namespace ThreeSpinSingletTriangle

noncomputable section

/-- A state vector of three spins 1/2, given by its amplitudes in the product basis
(0 is spin up, 1 is spin down). -/
abbrev State := Fin 2 → Fin 2 → Fin 2 → ℂ

/-- The spin-1/2 matrices `Sx`, `Sy`, `Sz` in units of ħ. -/
def spin : Fin 3 → Matrix (Fin 2) (Fin 2) ℂ :=
  ![!![0, 1/2; 1/2, 0], !![0, -Complex.I/2; Complex.I/2, 0], !![1/2, 0; 0, -1/2]]

/-- The operator `1/4 - S·S'` acting on the amplitudes of two spins 1/2. -/
def pairSinglet (φ : Fin 2 → Fin 2 → ℂ) (a b : Fin 2) : ℂ :=
  1/4 * φ a b - ∑ k, ∑ a', ∑ b', spin k a a' * spin k b b' * φ a' b'

/-- The operator `1/4 - S1·S2` on three spins. -/
def singlet12 (ψ : State) : State := fun a b c => pairSinglet (fun x y => ψ x y c) a b

/-- The operator `1/4 - S2·S3` on three spins. -/
def singlet23 (ψ : State) : State := fun a b c => pairSinglet (fun y z => ψ a y z) b c

/-- The operator `1/4 - S1·S3` on three spins. -/
def singlet13 (ψ : State) : State := fun a b c => pairSinglet (fun x z => ψ x b z) a c

/-- The Hermitian inner product of two three-spin states. -/
def braket (φ ψ : State) : ℂ := ∑ a, ∑ b, ∑ c, conj (φ a b c) * ψ a b c

/-- The expectation value of `1/4 - S1·S2`. -/
def p12 (ψ : State) : ℝ := (braket ψ (singlet12 ψ)).re

/-- The expectation value of `1/4 - S2·S3`. -/
def p23 (ψ : State) : ℝ := (braket ψ (singlet23 ψ)).re

/-- The expectation value of `1/4 - S1·S3`. -/
def p13 (ψ : State) : ℝ := (braket ψ (singlet13 ψ)).re

/-- The operator `1/4 - S·S'` takes the antisymmetric part of a two-spin state. -/
theorem pairSinglet_apply (φ : Fin 2 → Fin 2 → ℂ) (a b : Fin 2) :
    pairSinglet φ a b = (φ a b - φ b a) / 2 := by
  fin_cases a <;> fin_cases b <;>
    simp [pairSinglet, spin, Fin.sum_univ_three, Fin.sum_univ_two]
  · linear_combination (-(1/4) * φ 1 1) * Complex.I_sq
  · linear_combination (1/4 * φ 1 0) * Complex.I_sq
  · linear_combination (1/4 * φ 0 1) * Complex.I_sq
  · linear_combination (-(1/4) * φ 0 0) * Complex.I_sq

/-- The singlet expectation value of spins 1 and 2 is real, and is half the squared distance
between the points `(ψ100, ψ011)` and `(ψ010, ψ101)` of `ℂ²`. -/
theorem braket_singlet12 (ψ : State) : braket ψ (singlet12 ψ) =
    (((‖ψ 1 0 0 - ψ 0 1 0‖ ^ 2 + ‖ψ 0 1 1 - ψ 1 0 1‖ ^ 2) / 2 : ℝ) : ℂ) := by
  push_cast
  simp only [braket, singlet12, pairSinglet_apply, Fin.sum_univ_two,
    ← Complex.conj_mul', map_sub]
  ring

/-- The singlet expectation value of spins 2 and 3 is real, and is half the squared distance
between the points `(ψ010, ψ101)` and `(ψ001, ψ110)` of `ℂ²`. -/
theorem braket_singlet23 (ψ : State) : braket ψ (singlet23 ψ) =
    (((‖ψ 0 1 0 - ψ 0 0 1‖ ^ 2 + ‖ψ 1 0 1 - ψ 1 1 0‖ ^ 2) / 2 : ℝ) : ℂ) := by
  push_cast
  simp only [braket, singlet23, pairSinglet_apply, Fin.sum_univ_two,
    ← Complex.conj_mul', map_sub]
  ring

/-- The singlet expectation value of spins 1 and 3 is real, and is half the squared distance
between the points `(ψ100, ψ011)` and `(ψ001, ψ110)` of `ℂ²`. -/
theorem braket_singlet13 (ψ : State) : braket ψ (singlet13 ψ) =
    (((‖ψ 1 0 0 - ψ 0 0 1‖ ^ 2 + ‖ψ 0 1 1 - ψ 1 1 0‖ ^ 2) / 2 : ℝ) : ℂ) := by
  push_cast
  simp only [braket, singlet13, pairSinglet_apply, Fin.sum_univ_two,
    ← Complex.conj_mul', map_sub]
  ring

/-- The triangle inequality for three points `(a, a')`, `(b, b')`, `(c, c')` of `ℂ²`, with all
distances divided by `√2`. -/
theorem triangle_points (a b c a' b' c' : ℂ) :
    √((‖a - c‖ ^ 2 + ‖a' - c'‖ ^ 2) / 2) ≤
      √((‖a - b‖ ^ 2 + ‖a' - b'‖ ^ 2) / 2) + √((‖b - c‖ ^ 2 + ‖b' - c'‖ ^ 2) / 2) := by
  have h : √(‖a - c‖ ^ 2 + ‖a' - c'‖ ^ 2) ≤
      √(‖a - b‖ ^ 2 + ‖a' - b'‖ ^ 2) + √(‖b - c‖ ^ 2 + ‖b' - c'‖ ^ 2) := by
    simpa [EuclideanSpace.norm_eq, Fin.sum_univ_two] using
      norm_add_le (!₂[a - b, a' - b'] : EuclideanSpace ℂ (Fin 2)) !₂[b - c, b' - c']
  rw [Real.sqrt_div (by positivity), Real.sqrt_div (by positivity),
    Real.sqrt_div (by positivity), ← add_div]
  gcongr

/-- For every state vector of three spins 1/2, the square roots of the three pair singlet
expectation values obey all three triangle inequalities. -/
theorem singlet_triangle (ψ : State) :
    √(p13 ψ) ≤ √(p12 ψ) + √(p23 ψ) ∧
    √(p12 ψ) ≤ √(p13 ψ) + √(p23 ψ) ∧
    √(p23 ψ) ≤ √(p12 ψ) + √(p13 ψ) := by
  simp only [p12, p23, p13, braket_singlet12, braket_singlet23, braket_singlet13,
    Complex.ofReal_re]
  -- the same three points of ℂ², visited in three different orders
  refine ⟨triangle_points _ _ _ _ _ _, ?_, ?_⟩
  · have h := triangle_points (ψ 1 0 0) (ψ 0 0 1) (ψ 0 1 0) (ψ 0 1 1) (ψ 1 1 0) (ψ 1 0 1)
    rwa [norm_sub_rev (ψ 0 0 1), norm_sub_rev (ψ 1 1 0)] at h
  · have h := triangle_points (ψ 0 1 0) (ψ 1 0 0) (ψ 0 0 1) (ψ 1 0 1) (ψ 0 1 1) (ψ 1 1 0)
    rwa [norm_sub_rev (ψ 0 1 0) (ψ 1 0 0), norm_sub_rev (ψ 1 0 1) (ψ 0 1 1)] at h

/-- If spins 1 and 2 have no singlet component, then spin 3 has the same singlet expectation
value with each of them. -/
theorem equal_weights_of_triplet (ψ : State) (h : p12 ψ = 0) : p13 ψ = p23 ψ := by
  obtain ⟨h1, -, h3⟩ := singlet_triangle ψ
  rw [h, Real.sqrt_zero, zero_add] at h1 h3
  have n13 : 0 ≤ p13 ψ := by
    rw [p13, braket_singlet13, Complex.ofReal_re]; positivity
  have n23 : 0 ≤ p23 ψ := by
    rw [p23, braket_singlet23, Complex.ofReal_re]; positivity
  exact (Real.sqrt_inj n13 n23).mp (le_antisymm h1 h3)

/-- Three lengths obeying the triangle inequalities are the sides of a plane triangle with
corners `(0, 0)`, `(a, 0)` and `(s, t)`. -/
theorem exists_corner (a b c : ℝ) (ha : a ≤ b + c) (hb : b ≤ a + c) (hc : c ≤ a + b) :
    ∃ s t : ℝ, s ^ 2 + t ^ 2 = c ^ 2 ∧ (s - a) ^ 2 + t ^ 2 = b ^ 2 := by
  have a0 : 0 ≤ a := by linarith
  rcases a0.eq_or_lt with h | h
  · have hbc : b = c := by linarith
    exact ⟨c, 0, by ring, by rw [← h, hbc]; ring⟩
  · -- the law of cosines fixes s
    obtain ⟨s, hs⟩ : ∃ s : ℝ, 2 * a * s = a ^ 2 + c ^ 2 - b ^ 2 :=
      ⟨(a ^ 2 + c ^ 2 - b ^ 2) / (2 * a), mul_div_cancel₀ _ (by positivity)⟩
    have h1 : s ≤ c := by
      refine le_of_mul_le_mul_left (a := 2 * a) ?_ (by positivity)
      nlinarith [mul_nonneg (sub_nonneg.mpr ha) (sub_nonneg.mpr hc)]
    have h2 : -c ≤ s := by
      refine le_of_mul_le_mul_left (a := 2 * a) ?_ (by positivity)
      nlinarith [mul_nonneg (sub_nonneg.mpr hb) (by linarith : 0 ≤ a + c + b)]
    have ht : √(c ^ 2 - s ^ 2) ^ 2 = c ^ 2 - s ^ 2 := Real.sq_sqrt (by nlinarith)
    exact ⟨s, √(c ^ 2 - s ^ 2), by linear_combination ht, by linear_combination ht - hs⟩

/-- Any three numbers that obey the triangle inequalities and whose squares sum to at most 3/2
are the square roots of the pair singlet expectation values of some normalised state. -/
theorem triangle_realised (a b c : ℝ) (ha : a ≤ b + c) (hb : b ≤ a + c) (hc : c ≤ a + b)
    (hsum : a ^ 2 + b ^ 2 + c ^ 2 ≤ 3 / 2) :
    ∃ ψ : State, ∑ i, ∑ j, ∑ k, ‖ψ i j k‖ ^ 2 = 1 ∧
      √(p12 ψ) = a ∧ √(p23 ψ) = b ∧ √(p13 ψ) = c := by
  obtain ⟨s, t, h1, h2⟩ := exists_corner a b c ha hb hc
  obtain ⟨r, hr⟩ : ∃ r : ℝ, r ^ 2 = 2 := ⟨√2, Real.sq_sqrt (by norm_num)⟩
  obtain ⟨q, hq⟩ : ∃ q : ℝ, q ^ 2 = 1 - 2 / 3 * (a ^ 2 + b ^ 2 + c ^ 2) :=
    ⟨_, Real.sq_sqrt (by linarith)⟩
  -- corners seen from the centroid, and the remaining norm in the polarised state
  let ψ : State :=
    ![![![⟨q, 0⟩, ⟨r * (2 * s - a) / 3, 2 * r * t / 3⟩],
        ![⟨r * (2 * a - s) / 3, -(r * t) / 3⟩, 0]],
      ![![⟨-(r * (a + s)) / 3, -(r * t) / 3⟩, 0], ![0, 0]]]
  have e12 : p12 ψ = a ^ 2 := by
    rw [p12, braket_singlet12, Complex.ofReal_re]
    simp only [ψ, Matrix.cons_val_zero, Matrix.cons_val_one, Complex.sq_norm,
      Complex.normSq_apply, Complex.sub_re, Complex.sub_im, Complex.zero_re, Complex.zero_im]
    linear_combination (a ^ 2 / 2) * hr
  have e23 : p23 ψ = b ^ 2 := by
    rw [p23, braket_singlet23, Complex.ofReal_re]
    simp only [ψ, Matrix.cons_val_zero, Matrix.cons_val_one, Complex.sq_norm,
      Complex.normSq_apply, Complex.sub_re, Complex.sub_im, Complex.zero_re, Complex.zero_im]
    linear_combination (((s - a) ^ 2 + t ^ 2) / 2) * hr + h2
  have e13 : p13 ψ = c ^ 2 := by
    rw [p13, braket_singlet13, Complex.ofReal_re]
    simp only [ψ, Matrix.cons_val_zero, Matrix.cons_val_one, Complex.sq_norm,
      Complex.normSq_apply, Complex.sub_re, Complex.sub_im, Complex.zero_re, Complex.zero_im]
    linear_combination ((s ^ 2 + t ^ 2) / 2) * hr + h1
  refine ⟨ψ, ?_, ?_, ?_, ?_⟩
  · simp only [ψ, Fin.sum_univ_two, Matrix.cons_val_zero, Matrix.cons_val_one,
      Complex.sq_norm, Complex.normSq_apply, Complex.zero_re, Complex.zero_im]
    linear_combination hq + (2 / 3 * (a ^ 2 + s ^ 2 - a * s + t ^ 2)) * hr
      + (2 / 3) * h1 + (2 / 3) * h2
  · rw [e12, Real.sqrt_sq (by linarith)]
  · rw [e23, Real.sqrt_sq (by linarith)]
  · rw [e13, Real.sqrt_sq (by linarith)]

end

end ThreeSpinSingletTriangle
```

```lean
#print axioms ThreeSpinSingletTriangle.singlet_triangle
#print axioms ThreeSpinSingletTriangle.equal_weights_of_triplet
#print axioms ThreeSpinSingletTriangle.triangle_realised
```

```
'ThreeSpinSingletTriangle.singlet_triangle' depends on axioms: [propext, Classical.choice, Quot.sound]
'ThreeSpinSingletTriangle.equal_weights_of_triplet' depends on axioms: [propext, Classical.choice, Quot.sound]
'ThreeSpinSingletTriangle.triangle_realised' depends on axioms: [propext, Classical.choice, Quot.sound]
```

## Singlet weights as limits on pair correlations

The operator $\tfrac14-\mathbf S_i\cdot\mathbf S_j$ has eigenvalue 1 on the singlet of spins $i$ and $j$ and eigenvalue 0 on their triplet. For a normalised state, $p_{ij}$ is therefore the probability of finding that pair in its singlet, and $\langle\mathbf S_i\cdot\mathbf S_j\rangle=\tfrac14-p_{ij}$. The three pairs share spins, so their probabilities are not independent. The theorem `singlet_triangle` limits them by

$$\sqrt{p_{13}}\le\sqrt{p_{12}}+\sqrt{p_{23}}$$

and the two inequalities obtained by exchanging the roles of the pairs. In an isolated Heisenberg trimer in a pure state, where the energy is a weighted sum of the $\langle\mathbf S_i\cdot\mathbf S_j\rangle$, this restricts how the pair energies can be distributed.

The theorem `equal_weights_of_triplet` treats a special case: if $p_{12}=0$, so that spins 1 and 2 are purely triplet, then $p_{13}=p_{23}$.

The converse, `triangle_realised`, takes real numbers $a,b,c$ with $a\le b+c$, $b\le a+c$, $c\le a+b$ and $a^2+b^2+c^2\le 3/2$. It provides a normalised state with $\sqrt{p_{12}}=a$, $\sqrt{p_{23}}=b$ and $\sqrt{p_{13}}=c$. The triangle inequalities already force the three numbers to be nonnegative.

## States, operators and normalisation in Lean

A `State` is the array of amplitudes $\psi_{abc}$ in the product basis, where index 0 is spin up and 1 is spin down. The letters $a,b,c$ are spin indices here, but lengths in the converse. The matrices `spin 0`, `spin 1` and `spin 2` are $S_x$, $S_y$ and $S_z$.

The function `pairSinglet` applies $\tfrac14-\mathbf S\cdot\mathbf S'$ to two-spin amplitudes. Each of `singlet12`, `singlet23` and `singlet13` applies it to the two named spins and leaves the third index alone. The inner product `braket` is conjugate-linear in its first argument, and `p12`, `p23` and `p13` are real parts of expectation values. Nothing is lost by taking the real part, because the lemmas `braket_singlet12`, `braket_singlet23` and `braket_singlet13` show that the full complex values are real.

`singlet_triangle` does not require normalisation. For a nonzero vector the probabilities are $p_{ij}/\langle\psi|\psi\rangle$. All three square roots then change by the same factor, so the inequalities keep their form.

The theorems concern state vectors of exactly three spins. Three magnetic ions entangled with their surroundings are described by a density matrix instead, and passing to that case is a further step.

## Three points in $\mathbb C^2$

**The pair operator.** Write $\mathbf S\cdot\mathbf S'=S_zS'_z+\tfrac12(S_+S'_-+S_-S'_+)$, with the usual raising and lowering operators. On parallel spins this gives the factor $\tfrac14$, so $\tfrac14-\mathbf S\cdot\mathbf S'$ gives zero. On antiparallel spins,

$$\mathbf S\cdot\mathbf S'|{\uparrow\downarrow}\rangle=-\tfrac14|{\uparrow\downarrow}\rangle+\tfrac12|{\downarrow\uparrow}\rangle,$$

and likewise with the arrows exchanged. Hence the operator is half of identity minus exchange. On two-spin amplitudes $\varphi_{ab}$ it acts as

$$\varphi_{ab}\;\mapsto\;\tfrac12(\varphi_{ab}-\varphi_{ba}).$$

This is `pairSinglet_apply`. Lean checks the four choices of $a,b$ with the explicit matrices, and $i^2=-1$ settles the contribution of $S_yS'_y$.

**The expectation values.** For spins 1 and 2 the terms with $a=b$ vanish. The other two terms, for each value of $c$, combine to

$$\tfrac12\overline{\psi_{10c}}(\psi_{10c}-\psi_{01c})+\tfrac12\overline{\psi_{01c}}(\psi_{01c}-\psi_{10c})=\tfrac12|\psi_{10c}-\psi_{01c}|^2 .$$

Summing over $c$ gives

$$p_{12}=\tfrac12\left(|\psi_{100}-\psi_{010}|^2+|\psi_{011}-\psi_{101}|^2\right).$$

The same calculation for the other pairs gives

$$p_{23}=\tfrac12\left(|\psi_{010}-\psi_{001}|^2+|\psi_{101}-\psi_{110}|^2\right),$$

$$p_{13}=\tfrac12\left(|\psi_{100}-\psi_{001}|^2+|\psi_{011}-\psi_{110}|^2\right).$$

Now define three points of $\mathbb C^2$:

$$u_1=(\psi_{100},\psi_{011}),\quad u_2=(\psi_{010},\psi_{101}),\quad u_3=(\psi_{001},\psi_{110}).$$

The point $u_j$ collects the two amplitudes in which spin $j$ is opposite to the other two. All three results then read $p_{ij}=\tfrac12\|u_i-u_j\|^2$. The three `braket_singlet` lemmas prove them by expanding the sums, writing $|z|^2=\bar z z$ and comparing polynomials with `ring`.

**The inequality.** Since $\sqrt{p_{ij}}=\|u_i-u_j\|/\sqrt2$ and $u_1-u_3=(u_1-u_2)+(u_2-u_3)$,

$$\sqrt{p_{13}}=\frac{\|u_1-u_3\|}{\sqrt2}\le\frac{\|u_1-u_2\|+\|u_2-u_3\|}{\sqrt2}=\sqrt{p_{12}}+\sqrt{p_{23}} .$$

The lemma `triangle_points` obtains this from Mathlib's `norm_add_le` in `EuclideanSpace ℂ (Fin 2)` and then divides by $\sqrt2$. `singlet_triangle` uses it three times, visiting the same points in different orders; `norm_sub_rev` reverses differences where needed.

If $p_{12}=0$, two of the inequalities become $\sqrt{p_{13}}\le\sqrt{p_{23}}$ and $\sqrt{p_{23}}\le\sqrt{p_{13}}$. The weights are nonnegative, so they are equal. Geometrically, $u_1$ and $u_2$ coincide and are equally far from $u_3$.

## A state built from a given triangle

For the converse, place the corners of a triangle in the complex plane at $z_1=0$, $z_2=a$ and $z_3=s+it$, with $s,t$ real. The required distances are

$$|z_1-z_2|=a,\qquad |z_2-z_3|=b,\qquad |z_1-z_3|=c .$$

If $a>0$, subtracting the equations $s^2+t^2=c^2$ and $(s-a)^2+t^2=b^2$ gives $2as=a^2+c^2-b^2$. A real $t$ exists because $|s|\le c$, which follows from

$$2a(c-s)=(b+c-a)(a+b-c)\ge0,$$

$$2a(c+s)=(a+c-b)(a+b+c)\ge0 .$$

If $a=0$, the inequalities give $b=c$, and $s=c$, $t=0$ works. This is `exists_corner`, in which `nlinarith` uses the two products above.

Let $g=(z_1+z_2+z_3)/3$ be the centroid, and set

$$\psi_{100}=\sqrt2(z_1-g),\quad \psi_{010}=\sqrt2(z_2-g),\quad \psi_{001}=\sqrt2(z_3-g).$$

All amplitudes with two or three spins down are zero. The centroid cancels in every difference, so $p_{12}=\tfrac12|\sqrt2(z_1-z_2)|^2=a^2$, and similarly $p_{23}=b^2$ and $p_{13}=c^2$. The norm used so far is

$$2\sum_j|z_j-g|^2=\tfrac23(a^2+b^2+c^2)\le1 .$$

The rest goes into the fully polarised amplitude $\psi_{000}=q$, with $q^2=1-\tfrac23(a^2+b^2+c^2)$. This amplitude enters none of the $p_{ij}$.

In `triangle_realised` the number `r` satisfies $r^2=2$ and plays the part of $\sqrt2$. The steps `e12`, `e23` and `e13` verify the three weights, and the last block checks the norm and takes square roots. The `linear_combination` calls supply the equations for $r$, $q$, $s$ and $t$ that these identities need.

The bound $3/2$ enters `triangle_realised` as a hypothesis. That no normalised state exceeds it is an addition to the Lean theorems, and follows from

$$p_{12}+p_{23}+p_{13}=\tfrac12\left(3\sum_j\|u_j\|^2-\Big\|\sum_j u_j\Big\|^2\right)\le\tfrac32 .$$
